# A sum over a finite symmetry group counts each equivalent site as often as the order of its site symmetry group

A space group contains infinitely many lattice translations, so a sum over all its operations would repeat every atom without end. We therefore work in one unit cell, where points that differ by a lattice translation are identified. The operations, also taken modulo lattice translations, then form a finite group G. The counting argument needs even less than this: a finite group G acting on any set X of sites.

For a site x in X, write g·x for its image under the operation g. The orbit O(x) is the set of all these images, each listed once. The site symmetry group Stab x consists of the operations with g·x = x, and |Stab x| is its order. A site is special if |Stab x| > 1 and general if |Stab x| = 1. The claim is that, for every function f from X to the complex numbers,

∑_{g ∈ G} f(g·x) = |Stab x| · ∑_{y ∈ O(x)} f(y).

## From cosets to the structure factor

Fix an image k·x and ask which operations g produce it. Applying k⁻¹ to both sides gives

g·x = k·x  ⇔  (k⁻¹g)·x = x  ⇔  k⁻¹g ∈ Stab x.

The operations we want are thus exactly the products g = ks with s in Stab x. Different s give different g, so there are |Stab x| of them, whichever image was chosen. Now group the sum over G by image:

∑_{g ∈ G} f(g·x) = ∑_{y ∈ O(x)} ∑_{g : g·x = y} f(y) = ∑_{y ∈ O(x)} |Stab x| · f(y).

This is the claim.

Suppose next that a complex number w satisfies w ∑_g f(g·x) = ∑_{y ∈ O(x)} f(y) for every f. Taking f = 1 gives

w · |Stab x| · |O(x)| = |O(x)|.

The orbit contains x, so |O(x)| is not zero, and w = 1/|Stab x|. Conversely, this weight works for every f by the claim.

Let S be a finite set of atoms that every operation maps into itself. Choose a subset A of S such that each atom of S is an image of exactly one member of A. The orbits of the members of A fill S. They are also disjoint, because an atom in both O(x) and O(z) would be an image of two members unless x = z. Hence

∑_{y ∈ S} f(y) = ∑_{x ∈ A} ∑_{y ∈ O(x)} f(y) = ∑_{x ∈ A} (1/|Stab x|) ∑_{g ∈ G} f(g·x).

For diffraction, let r be a point of the cell with fractional coordinates u_i, let h_i be the integer indices of a reflection, and let b(r) be the scattering factor of the atom at r for this reflection. The phase factor is

e_h(r) = ∏_i exp(2πi h_i u_i) = exp(2πi ∑_i h_i u_i),

where the i next to π is the imaginary unit. Adding an integer to some u_i changes the exponent by an integer multiple of 2πi, so e_h depends only on the point of the cell. Put f(r) = b(r) e_h(r). If equivalent atoms have equal scattering factors, b(g·r) = b(r) can be taken out of the inner sum:

F(h) = ∑_{r ∈ S} b(r) e_h(r) = ∑_{r ∈ A} (b(r)/|Stab r|) ∑_{g ∈ G} e_h(g·r).

Take a one-dimensional cell with inversion symmetry, an atom of scattering factor p at 0, and atoms of scattering factor q at 1/4 and 3/4. With A = {0, 1/4} the formula gives

F(h) = (p/2)(1 + 1) + q(exp(πih/2) + exp(−πih/2)) = p + 2q cos(πh/2).

Without the factor 1/2, the atom at the origin would scatter twice.

## Sites, orbits and asymmetric units in Lean

The general part of the file assumes a group `G` with finitely many elements acting on a type `X`, which may be infinite.

```lean
import Mathlib

open MulAction

namespace WyckoffPositions

noncomputable section

variable {G X : Type*} [Group G] [Fintype G] [MulAction G X]
```

The image of x under g is written `g • x`. The orbit is the image of the whole group under the map g ↦ g • x. As a `Finset` it holds each site once, however many operations lead there.

```lean
/-- The finite set of sites equivalent to `x` under the symmetry group `G`. -/
def orbitSites (G : Type*) {X : Type*} [Group G] [Fintype G] [MulAction G X]
    [DecidableEq X] (x : X) : Finset X :=
  Finset.univ.image fun g : G => g • x
```

The asymmetric unit is a selection of atoms, not a region of space. Uniqueness is required of the member `x` only. The operation `g` need not be unique, and for a special position it is not.

```lean
/-- A set `A` of atoms is an asymmetric unit of the atom set `S` if it lies in `S` and
every atom of `S` is a symmetry image of exactly one member of `A`. -/
structure IsAsymmetricUnit (G : Type*) {X : Type*} [Group G] [MulAction G X]
    (S A : Finset X) : Prop where
  subset : A ⊆ S
  existsUnique : ∀ y ∈ S, ∃! x, x ∈ A ∧ ∃ g : G, g • x = y
```

## Counting operations and fixing the weight

The first theorem is the coset count. `Nat.card (stabilizer G x)` is |Stab x|, and the left side counts the operations that carry `x` to `k • x`.

```lean
/-- The number of symmetry operations that carry `x` to a given image `k • x` is the order
of the site symmetry group of `x`. -/
theorem card_operations_to_image [DecidableEq X] (x : X) (k : G) :
    (Finset.univ.filter fun g : G => g • x = k • x).card = Nat.card (stabilizer G x) := by
  rw [← Fintype.card_coe, ← Nat.card_eq_fintype_card]
  -- left multiplication by `k` maps the stabiliser onto these operations
  exact Nat.card_congr
    { toFun := fun g => ⟨k⁻¹ * g.1, mem_stabilizer_iff.2 (by
        rw [mul_smul, (Finset.mem_filter.1 g.2).2, inv_smul_smul])⟩
      invFun := fun s => ⟨k * s.1, Finset.mem_filter.2 ⟨Finset.mem_univ _, by
        rw [mul_smul, mem_stabilizer_iff.1 s.2]⟩⟩
      left_inv := fun g => Subtype.ext (mul_inv_cancel_left k g.1)
      right_inv := fun s => Subtype.ext (inv_mul_cancel_left k s.1) }
```

The proof writes down the bijection used above: `toFun` sends g to k⁻¹g, `invFun` sends s to ks, and the last two fields check that these maps undo each other.

The orbit formula follows for an arbitrary complex function.

```lean
/-- Summing any complex function of `g • x` over all operations `g` counts each site of the orbit as
many times as the order of the site symmetry group. -/
theorem sum_group_eq_card_mul_sum_orbit [DecidableEq X] (x : X) (f : X → ℂ) :
    ∑ g : G, f (g • x) =
      (Nat.card (stabilizer G x) : ℂ) * ∑ y ∈ orbitSites G x, f y := by
  have hmaps : ∀ g ∈ (Finset.univ : Finset G), g • x ∈ orbitSites G x :=
    fun g hg => Finset.mem_image_of_mem _ hg
  -- group the operations by the site they produce
  rw [← Finset.sum_fiberwise_of_maps_to hmaps, Finset.mul_sum]
  refine Finset.sum_congr rfl fun y hy => ?_
  obtain ⟨k, -, rfl⟩ := Finset.mem_image.1 hy
  calc ∑ g ∈ Finset.univ.filter (fun g : G => g • x = k • x), f (g • x)
      = ∑ _g ∈ Finset.univ.filter (fun g : G => g • x = k • x), f (k • x) :=
        Finset.sum_congr rfl fun g hg => by rw [(Finset.mem_filter.1 hg).2]
    _ = (Nat.card (stabilizer G x) : ℂ) * f (k • x) := by
        rw [Finset.sum_const, nsmul_eq_mul, card_operations_to_image]
```

`Finset.sum_fiberwise_of_maps_to` groups the operations by the site they produce. Within a group every term equals `f (k • x)`, so the inner sum is this value times the number of terms, which the preceding theorem supplies.

The next statement is an equivalence. One direction says that the inverse order works for all functions, the other that no other complex weight does. The quantifier over `f` matters: if the orbit sum of one particular function vanishes, any weight satisfies the equation for that function.

```lean
/-- A weight `w` turns the sum over the group into the sum over the orbit, for every function,
exactly when `w` is the inverse order of the site symmetry group. -/
theorem occupancy_weight_iff [DecidableEq X] (x : X) (w : ℂ) :
    (∀ f : X → ℂ, w * ∑ g : G, f (g • x) = ∑ y ∈ orbitSites G x, f y) ↔
      w = (Nat.card (stabilizer G x) : ℂ)⁻¹ := by
  have hc : (Nat.card (stabilizer G x) : ℂ) ≠ 0 := Nat.cast_ne_zero.2 Nat.card_pos.ne'
  constructor
  · intro h
    -- test with the constant function 1
    have h1 := h (fun _ => 1)
    have key := sum_group_eq_card_mul_sum_orbit (G := G) x (fun _ => 1)
    rw [key] at h1
    simp only [Finset.sum_const, nsmul_eq_mul, mul_one] at h1
    have hN : ((orbitSites G x).card : ℂ) ≠ 0 :=
      Nat.cast_ne_zero.2 (Finset.card_ne_zero_of_mem
        (Finset.mem_image_of_mem (fun g : G => g • x) (Finset.mem_univ 1)))
    exact eq_inv_of_mul_eq_one_left (mul_right_cancel₀ hN (by linear_combination h1))
  · rintro rfl f
    rw [sum_group_eq_card_mul_sum_orbit, inv_mul_cancel_left₀ hc]
```

The forward direction inserts the constant function 1 and cancels the number of orbit sites, which `hN` shows to be nonzero. The reverse direction cancels the order of the stabiliser.

## Summing over all atoms

Here `hS` says that symmetry maps the atom set into itself, and `hA` that `A` is an asymmetric unit of it.

```lean
/-- For an atom set `S` mapped into itself by the symmetry group, a sum over all atoms is a sum
over an asymmetric unit and all operations, each site weighted by the inverse order of its
site symmetry group. -/
theorem sum_atoms_eq_sum_asymmetricUnit {S A : Finset X}
    (hS : ∀ g : G, ∀ y ∈ S, g • y ∈ S) (hA : IsAsymmetricUnit G S A) (f : X → ℂ) :
    ∑ y ∈ S, f y =
      ∑ x ∈ A, (Nat.card (stabilizer G x) : ℂ)⁻¹ * ∑ g : G, f (g • x) := by
  classical
  -- the orbits of the asymmetric unit fill the atom set
  have hcover : S = A.biUnion (orbitSites G) := by
    ext y
    rw [Finset.mem_biUnion]
    constructor
    · intro hy
      obtain ⟨x, ⟨hx, g, hg⟩, -⟩ := hA.existsUnique y hy
      exact ⟨x, hx, Finset.mem_image.2 ⟨g, Finset.mem_univ g, hg⟩⟩
    · rintro ⟨x, hx, hy⟩
      obtain ⟨g, -, rfl⟩ := Finset.mem_image.1 hy
      exact hS g x (hA.subset hx)
  -- and different members have disjoint orbits
  have hdisj : ∀ x ∈ A, ∀ z ∈ A, x ≠ z → Disjoint (orbitSites G x) (orbitSites G z) := by
    intro x hx z hz hne
    rw [Finset.disjoint_left]
    intro y hyx hyz
    obtain ⟨g, -, hg⟩ := Finset.mem_image.1 hyx
    obtain ⟨k, -, hk⟩ := Finset.mem_image.1 hyz
    have hy : y ∈ S := hg ▸ hS g x (hA.subset hx)
    exact hne ((hA.existsUnique y hy).unique ⟨hx, g, hg⟩ ⟨hz, k, hk⟩)
  rw [hcover, Finset.sum_biUnion fun x hx z hz hne => hdisj x hx z hz hne]
  exact Finset.sum_congr rfl fun x _ => ((occupancy_weight_iff x _).2 rfl f).symm
```

The two auxiliary facts are those of the derivation: `hcover` writes `S` as the union of the orbits, and `hdisj` shows that different members of `A` have disjoint orbits. `Finset.sum_biUnion` then splits the sum, and the weight theorem, read from right to left, turns each orbit sum into a weighted group sum.

In electronic structure, the same identity gives the weights of symmetry-reduced k-points. Points that differ by a reciprocal lattice vector are identified, and the group must map the finite grid into itself. For a summand that is constant on orbits, a grid point x then receives the weight |G|/|Stab x|, the number of grid points equivalent to it.

## Phases and scattering factors in the unit cell

A point of the cell is a `d`-tuple of elements of `UnitAddCircle`, the real numbers modulo 1. Lattice translations are thereby divided out in every direction.

```lean
/-- Points of a `d`-dimensional unit cell: fractional coordinates modulo lattice translations. -/
abbrev Cell (d : ℕ) := Fin d → UnitAddCircle
```

`fourier n` is the character t ↦ exp(2πi n t) on this circle, so the phase factor is a product with one character per coordinate.

```lean
/-- The phase factor of the reflection with integer indices `h` at the point `r` of the cell. -/
def phase {d : ℕ} (h : Fin d → ℤ) (r : Cell d) : ℂ := ∏ i, fourier (h i) (r i)
```

The structure factor has one term for each atom in `S`. Its scattering factor `b` may be complex, and a partial chemical occupancy can be included in it.

```lean
/-- The structure factor of the atoms `S` with scattering factors `b` at the reflection `h`. -/
def structureFactor {d : ℕ} (S : Finset (Cell d)) (b : Cell d → ℂ) (h : Fin d → ℤ) : ℂ :=
  ∑ r ∈ S, b r * phase h r
```

The following theorem confirms that the abstract phase is the familiar exponential, with a plus sign in the exponent.

```lean
/-- In real fractional coordinates `u` the phase factor is `exp (2πi h·u)`. -/
theorem phase_coe {d : ℕ} (h : Fin d → ℤ) (u : Fin d → ℝ) :
    phase h (fun i => (u i : UnitAddCircle)) =
      Complex.exp (2 * Real.pi * Complex.I * ∑ i, (h i : ℂ) * (u i : ℂ)) := by
  rw [phase, Finset.mul_sum, Complex.exp_sum]
  refine Finset.prod_congr rfl fun i _ => ?_
  rw [fourier_coe_apply]
  congr 1
  simp only [Complex.ofReal_one, div_one]
  ring
```

The sum in the exponent becomes a product of exponentials, which is compared with the product of characters factor by factor.

The structure factor formula adds one hypothesis, `hb`: equivalent atoms have equal scattering factors.

```lean
/-- If the symmetry group preserves the atom set and the scattering factors, the structure factor is
a sum over an asymmetric unit and all operations, with each scattering factor divided by the order
of the site symmetry group. -/
theorem structureFactor_eq_sum_asymmetricUnit {d : ℕ} [MulAction G (Cell d)]
    {S A : Finset (Cell d)} (hS : ∀ g : G, ∀ r ∈ S, g • r ∈ S)
    (hA : IsAsymmetricUnit G S A) (b : Cell d → ℂ)
    (hb : ∀ g : G, ∀ r ∈ S, b (g • r) = b r) (h : Fin d → ℤ) :
    structureFactor S b h =
      ∑ r ∈ A, b r / (Nat.card (stabilizer G r) : ℂ) * ∑ g : G, phase h (g • r) := by
  rw [structureFactor, sum_atoms_eq_sum_asymmetricUnit hS hA]
  refine Finset.sum_congr rfl fun r hr => ?_
  -- equivalent atoms scatter alike, so the scattering factor leaves the sum
  have hsum : ∑ g : G, b (g • r) * phase h (g • r) = b r * ∑ g : G, phase h (g • r) := by
    rw [Finset.mul_sum]
    exact Finset.sum_congr rfl fun g _ => by rw [hb g r (hA.subset hr)]
  rw [hsum]
  ring
```

The proof applies the sum over the asymmetric unit to the product of scattering factor and phase, then uses `hb` to take `b r` out of the inner sum.

To see what `hb` does, put atoms with scattering factors 1 and 2 at the points 1/4 and 3/4 of a one-dimensional cell, again with inversion. The atom set is still symmetric, but the scattering factors are not. At h = 0 the structure factor is 1 + 2 = 3, whereas the formula with A = {1/4} gives 1 · (1 + 1) = 2.

At a fixed reflection, an isotropic displacement factor can be included in `b` without violating `hb`, since equivalent atoms share its value. An anisotropic one generally violates `hb`, because the displacement tensors of equivalent atoms are rotated against each other and so give different values at the same h. The general sum over atoms still applies in that case, with the whole contribution of an atom kept inside `f`.

The action of `G` on the cell is arbitrary here. The theorem therefore covers rotations, screw axes and glide planes alike, but it does not derive the action from a tabulated space group. The atoms enter only through their finitely many positions and their prescribed scattering factors.

## Inversion centres

The last theorem computes the order of the site symmetry group, whose inverse is the weight, for the group of identity and inversion. It is represented by `ℤˣ`, the integers 1 and −1 under multiplication, and −1 sends r to −r. The condition `r + r = 0` is an equation in the cell: each coordinate is 0 or 1/2 modulo 1.

```lean
/-- Under the group `{1, -1}` of identity and inversion, the site symmetry group of `r` has
order 2 if `2r` is a lattice vector, and order 1 otherwise. -/
theorem card_stabilizer_inversion {d : ℕ} (r : Cell d) :
    (r + r = 0 → Nat.card (stabilizer ℤˣ r) = 2) ∧
      (r + r ≠ 0 → Nat.card (stabilizer ℤˣ r) = 1) := by
  have hneg : (-1 : ℤˣ) • r = -r := by simp [Units.smul_def]
  constructor
  · intro h
    have htop : stabilizer ℤˣ r = ⊤ := (Subgroup.eq_top_iff' _).2 fun u => by
      rw [mem_stabilizer_iff]
      rcases Int.units_eq_one_or u with rfl | rfl
      · exact one_smul _ _
      · rw [hneg]
        exact neg_eq_of_add_eq_zero_left h
    rw [htop, Subgroup.card_top, Nat.card_eq_fintype_card]
    exact Fintype.card_units_int
  · intro h
    have hbot : stabilizer ℤˣ r = ⊥ := (Subgroup.eq_bot_iff_forall _).2 fun u hu => by
      rcases Int.units_eq_one_or u with rfl | rfl
      · rfl
      · rw [mem_stabilizer_iff, hneg] at hu
        exact absurd (eq_neg_iff_add_eq_zero.1 hu.symm) h
    rw [hbot, Subgroup.card_bot]

end

end WyckoffPositions
```

Inversion fixes r exactly when −r = r, that is, when 2r = 0. In that case the stabiliser is the whole group (`htop`) and has order 2. Otherwise it contains only the identity (`hbot`) and has order 1.

```lean
#print axioms WyckoffPositions.sum_group_eq_card_mul_sum_orbit
-- 'WyckoffPositions.sum_group_eq_card_mul_sum_orbit' depends on axioms: [propext, Classical.choice, Quot.sound]
#print axioms WyckoffPositions.phase_coe
-- 'WyckoffPositions.phase_coe' depends on axioms: [propext, Classical.choice, Quot.sound]
#print axioms WyckoffPositions.structureFactor_eq_sum_asymmetricUnit
-- 'WyckoffPositions.structureFactor_eq_sum_asymmetricUnit' depends on axioms: [propext, Classical.choice, Quot.sound]
#print axioms WyckoffPositions.card_stabilizer_inversion
-- 'WyckoffPositions.card_stabilizer_inversion' depends on axioms: [propext, Classical.choice, Quot.sound]
```

## The weight in a structure factor program

A program that stores only the asymmetric unit can loop over its atoms and, for each one, over all operations. It counts the operations that return the atom to its own position modulo 1 and divides the atom's contribution by that count. Alternatively, it generates all images, removes duplicates and sums without a weight. In the first method the factor must enter exactly once. Some input formats include it in the listed occupancy, so that a fully occupied site on an inversion centre, with no further site symmetry, appears with 0.5. Others list 1 and leave the division to the program.

With rounded coordinates the comparison needs a tolerance. An atom entered at 0.3333 instead of 1/3 may miss its own image by a small amount and be treated as general, and its nearly coincident copies are then all counted.
